# Invariant real polynomials separate the orbits of a finite group acting linearly on $\mathbb{R}^n$

Take a cluster of identical atoms and write down their coordinates in a fixed frame. Numbering the atoms differently gives another list of coordinates for the same cluster, and a model of the energy must return the same value for both lists. One way to ensure this is to feed the model only polynomials of the coordinates that don't change under relabelling. This raises a question: can two different clusters agree on every such polynomial, so that the model can't tell them apart?

The problems below answer it for any finite group $G$ acting linearly on $\mathbb{R}^n$. The coordinates are indexed by a finite set `ι` with $n$ elements, and a point is a function `ι → ℝ`. The action is a homomorphism $\rho$ from $G$ to the linear maps of this space, so $\rho(hk)=\rho(h)\rho(k)$ and $\rho(1)$ is the identity. The maps $\rho(g)$ need not preserve lengths. The orbit of $y$ is the set of all $\rho(g)y$.

```lean
import Mathlib

open MvPolynomial

namespace InvariantPolynomialsSeparateOrbits

noncomputable section

variable {ι G : Type*} [Fintype ι] [DecidableEq ι] [Group G]
```

A polynomial $p$ is invariant if $p(\rho(g)z)=p(z)$ for all $g\in G$ and all points $z$. In Lean, `eval z p` is the value $p(z)$.

```lean
/-- A polynomial is invariant under a linear group action if its value at every point
is unchanged when any group element acts on that point. -/
def IsInvariant {ι G : Type*} [Group G] (ρ : G →* Module.End ℝ (ι → ℝ))
    (p : MvPolynomial ι ℝ) : Prop :=
  ∀ (g : G) (z : ι → ℝ), eval (ρ g z) p = eval z p
```

## (a) The coordinates of a transformed point are polynomials

**Problem.** Let $A$ be a linear map. Show that each coordinate of $Az$ is a polynomial in the coordinates of $z$.

**Solution.** Let $e_j$ be the standard basis vectors, so that $z=\sum_j z_j e_j$. By linearity,
$$(Az)_i=\sum_j (Ae_j)_i\,z_j ,$$
which is a linear polynomial with the matrix entries of $A$ as coefficients.

In the code, `Pi.single j 1` is $e_j$, `C` makes a constant polynomial and `X j` is the variable $z_j$. The proof of `eval_coord` expands $z$ in the basis, as above, and compares the sums term by term.

```lean
/-- The `i`-th coordinate of the transformed point `A z`, as a linear polynomial in `z`. -/
def coord (A : Module.End ℝ (ι → ℝ)) (i : ι) : MvPolynomial ι ℝ :=
  ∑ j, C (A (Pi.single j 1) i) * X j

/-- The coordinate polynomial of `A` evaluates at `z` to the coordinate of `A z`. -/
theorem eval_coord (A : Module.End ℝ (ι → ℝ)) (i : ι) (z : ι → ℝ) :
    eval z (coord A i) = A z i := by
  -- expand the point in the standard basis and use linearity
  have h : z = ∑ j, z j • (Pi.single j (1 : ℝ) : ι → ℝ) := by
    ext k
    simp [Finset.sum_apply, Pi.single_apply]
  conv_rhs => rw [h]
  simp only [coord, map_sum, map_mul, eval_C, eval_X, map_smul, Finset.sum_apply,
    Pi.smul_apply, smul_eq_mul]
  exact Finset.sum_congr rfl fun j _ => mul_comm _ _
```

## (b) A polynomial built from squared distances

**Problem.** For a fixed point $y$, find a polynomial whose value at $z$ is the product of the squared distances between all images of $z$ and all images of $y$.

**Solution.** Set
$$P_y(z)=\prod_{h\in G}\prod_{g\in G}\sum_i\big((\rho(h)z)_i-(\rho(g)y)_i\big)^2 .$$
By (a), $(\rho(h)z)_i$ is a polynomial in $z$, while $(\rho(g)y)_i$ is a number. Finite sums and products of polynomials are polynomials; finiteness of $G$ enters here.

For an example, put two identical particles on a line, with $G$ containing the identity and the exchange. Let $y=(1,2)$ and $z=(0,3)$. For $h$ the identity, the squared distances from $(0,3)$ to $(1,2)$ and $(2,1)$ are $2$ and $8$. For $h$ the exchange, those from $(3,0)$ are $8$ and $2$. Hence $P_y(z)=2\cdot8\cdot8\cdot2=256$. At $z=(2,1)$, the exchanged copy of $y$, two of the four factors are zero and so is $P_y$. The invariant $z_1+z_2$ equals $3$ at both $(1,2)$ and $(0,3)$ and doesn't distinguish them.

Lean defines the polynomial as `orbitPoly ρ y`; its value follows by evaluating through the products and sums and applying `eval_coord`.

```lean
/-- The orbit polynomial of `y`: the product, over all pairs of group elements `h` and `g`,
of the squared distance between `h z` and `g y`, as a polynomial in `z`. -/
def orbitPoly [Fintype G] (ρ : G →* Module.End ℝ (ι → ℝ)) (y : ι → ℝ) :
    MvPolynomial ι ℝ :=
  ∏ h : G, ∏ g : G, ∑ i, (coord (ρ h) i - C (ρ g y i)) ^ 2

/-- The value of the orbit polynomial is the product of squared distances between the
images of `z` and the images of `y`. -/
theorem eval_orbitPoly [Fintype G] (ρ : G →* Module.End ℝ (ι → ℝ)) (y z : ι → ℝ) :
    eval z (orbitPoly ρ y) = ∏ h : G, ∏ g : G, ∑ i, (ρ h z i - ρ g y i) ^ 2 := by
  simp only [orbitPoly, map_prod, map_sum, map_pow, map_sub, eval_coord, eval_C]
```

## (c) Invariance without orthogonality

**Problem.** Show that $P_y$ is invariant.

**Solution.** Let $k\in G$. Since $\rho(h)\rho(k)=\rho(hk)$,
$$P_y(\rho(k)z)=\prod_h\prod_g|\rho(hk)z-\rho(g)y|^2 .$$
As $h$ runs over $G$, so does $h'=hk$. The outer product therefore has the same factors in another order, and its value is $P_y(z)$.

If every $\rho(g)$ preserved lengths, the product over $g$ alone would already be invariant. The product over $h$ covers the general case. In the proof, `Equiv.mulRight k` is the substitution $h\mapsto hk$.

```lean
/-- The orbit polynomial is invariant under the group action. -/
theorem orbitPoly_invariant [Fintype G] (ρ : G →* Module.End ℝ (ι → ℝ)) (y : ι → ℝ) :
    IsInvariant ρ (orbitPoly ρ y) := by
  intro k z
  rw [eval_orbitPoly, eval_orbitPoly]
  -- acting with `k` only permutes the factors of the product over `h`
  refine Fintype.prod_equiv (Equiv.mulRight k) _ _ fun h => ?_
  simp only [Equiv.coe_mulRight, map_mul, Module.End.mul_apply]
```

## (d) The zeros are the orbit

**Problem.** Show that $P_y(z)=0$ exactly when $z=\rho(g)y$ for some $g$.

**Solution.** If $P_y(z)=0$, some factor vanishes, say the one for $h$ and $g$. It is a sum of squares of real numbers, so each term is zero and $\rho(h)z=\rho(g)y$. Applying $\rho(h^{-1})$ gives $z=\rho(h^{-1}g)y$, a point of the orbit.

Conversely, if $z=\rho(g)y$, the factor with $h=1$ and this $g$ is $|z-\rho(g)y|^2=0$.

The Lean proof takes the same route: `Finset.prod_eq_zero_iff`, used twice, finds $h$ and $g$, and `Finset.sum_eq_zero_iff_of_nonneg` makes each square vanish.

```lean
/-- The real zeros of the orbit polynomial of `y` are exactly the points of the orbit
of `y`. -/
theorem orbitPoly_eq_zero_iff [Fintype G] (ρ : G →* Module.End ℝ (ι → ℝ))
    (y z : ι → ℝ) : eval z (orbitPoly ρ y) = 0 ↔ ∃ g, ρ g y = z := by
  rw [eval_orbitPoly]
  constructor
  · intro H
    obtain ⟨h, -, hh⟩ := Finset.prod_eq_zero_iff.mp H
    obtain ⟨g, -, hg⟩ := Finset.prod_eq_zero_iff.mp hh
    -- a vanishing squared distance forces the two images to coincide
    have e : ρ h z = ρ g y := by
      ext i
      have hi := (Finset.sum_eq_zero_iff_of_nonneg
        (fun i _ => sq_nonneg (ρ h z i - ρ g y i))).mp hg i (Finset.mem_univ i)
      exact sub_eq_zero.mp ((pow_eq_zero_iff two_ne_zero).mp hi)
    refine ⟨h⁻¹ * g, ?_⟩
    rw [map_mul, Module.End.mul_apply, ← e, ← Module.End.mul_apply, ← map_mul,
      inv_mul_cancel, map_one, Module.End.one_apply]
  · rintro ⟨g, rfl⟩
    exact Finset.prod_eq_zero (Finset.mem_univ (1 : G))
      (Finset.prod_eq_zero (Finset.mem_univ g) (by simp))
```

## (e) Different orbits are separated

**Problem.** Let $x$ and $y$ lie in different orbits. Find an invariant polynomial with different values at $x$ and $y$.

**Solution.** Take $P_x$. It is invariant by (c). By (d) it vanishes at $x=\rho(1)x$, and it doesn't vanish at $y$, because $y$ is not in the orbit of $x$. Hence $P_x(x)=0\neq P_x(y)$.

The hypothesis `hxy` says that no $\rho(g)x$ equals $y$. Lean assumes that the two values are equal, concludes that $P_x(y)=0$, and obtains from (d) a group element that contradicts `hxy`.

The polynomial depends on $x$, and for $n\ge1$ its degree is $2|G|^2$. The theorem guarantees that a separating polynomial exists; it supplies neither a short list that serves all pairs of points nor a lower bound on the difference in values.

```lean
/-- For a finite group acting linearly, any two points in different orbits are given
different values by some invariant real polynomial. -/
theorem exists_invariant_separating [Finite G] (ρ : G →* Module.End ℝ (ι → ℝ))
    (x y : ι → ℝ) (hxy : ∀ g, ρ g x ≠ y) :
    ∃ p : MvPolynomial ι ℝ, IsInvariant ρ p ∧ eval x p ≠ eval y p := by
  have := Fintype.ofFinite G
  refine ⟨orbitPoly ρ x, orbitPoly_invariant ρ x, fun h => ?_⟩
  -- the orbit polynomial of `x` vanishes at `x`, hence would vanish at `y`
  have hx : eval x (orbitPoly ρ x) = 0 :=
    (orbitPoly_eq_zero_iff ρ x x).mpr ⟨1, by rw [map_one, Module.End.one_apply]⟩
  obtain ⟨g, hg⟩ := (orbitPoly_eq_zero_iff ρ x y).mp (h.symm.trans hx)
  exact hxy g hg
```

## (f) A test for lying in the same orbit

**Problem.** Show that $x$ and $y$ lie in the same orbit if and only if $p(x)=p(y)$ for every invariant polynomial $p$.

**Solution.** If $y=\rho(g)x$, invariance gives $p(y)=p(\rho(g)x)=p(x)$. If the points lie in different orbits, (e) provides an invariant polynomial on which they disagree.

```lean
/-- Two points are related by a finite linear symmetry group if and only if all invariant
polynomials agree on them. -/
theorem same_orbit_iff [Finite G] (ρ : G →* Module.End ℝ (ι → ℝ)) (x y : ι → ℝ) :
    (∃ g, ρ g x = y) ↔
      ∀ p : MvPolynomial ι ℝ, IsInvariant ρ p → eval x p = eval y p := by
  constructor
  · rintro ⟨g, rfl⟩ p hp
    exact (hp g x).symm
  · intro H
    by_contra hne
    obtain ⟨p, hp, hpne⟩ :=
      exists_invariant_separating ρ x y fun g hg => hne ⟨g, hg⟩
    exact hpne (H p hp)
```

## (g) Identical particles

**Problem.** Let a finite set $N$ label the particles and a finite set $d$ label the coordinates of each. Show that two configurations $r$ and $s$ differ only by a relabelling if and only if all permutation-invariant polynomials agree on them.

**Solution.** Let a permutation $\sigma$ act by
$$(\sigma\cdot z)_{a,k}=z_{\sigma^{-1}(a),k},$$
where $a$ is a particle and $k$ a coordinate. The inverse makes this an action in the order required, since
$$(\sigma\cdot(\tau\cdot z))_{a,k}=z_{\tau^{-1}\sigma^{-1}(a),k}=((\sigma\tau)\cdot z)_{a,k}.$$
The relation $s_{a,k}=r_{\sigma(a),k}$ for all $a,k$ says that $s=\sigma^{-1}\cdot r$. So $r$ and $s$ differ by a relabelling exactly when they share an orbit, and (f) applies.

The homomorphism is called `relabel N d`. The proof rewrites with `same_orbit_iff` and then passes between $\sigma$ and $\sigma^{-1}$.

For machine-learned potentials, this means that restricting to permutation-invariant polynomials loses no information about a finite set of identical particles in a fixed frame, provided that all such polynomials are available. Rotations and translations are not part of the group, so a cluster and its rotated copy generally count as different. With several species, only permutations within each species are symmetries; they too form a finite group, to which (f) applies.

```lean
/-- Permutations of the particle labels `N` acting on configurations, where each particle
carries coordinates labelled by `d`. -/
def relabel (N d : Type*) : Equiv.Perm N →* Module.End ℝ (N × d → ℝ) where
  toFun σ :=
    { toFun := fun z a => z (σ⁻¹ a.1, a.2)
      map_add' := fun _ _ => rfl
      map_smul' := fun _ _ => rfl }
  map_one' := LinearMap.ext fun _ => rfl
  map_mul' _ _ := LinearMap.ext fun _ => rfl

/-- Two configurations of finitely many particles differ only by a relabelling if and only
if all permutation-invariant polynomials of the coordinates agree on them. -/
theorem same_up_to_relabelling_iff {N d : Type*} [Fintype N] [DecidableEq N]
    [Fintype d] [DecidableEq d] (r s : N × d → ℝ) :
    (∃ σ : Equiv.Perm N, ∀ a k, s (a, k) = r (σ a, k)) ↔
      ∀ p : MvPolynomial (N × d) ℝ, IsInvariant (relabel N d) p →
        eval r p = eval s p := by
  rw [← same_orbit_iff]
  have happ : ∀ (σ : Equiv.Perm N) (a : N) (k : d),
      relabel N d σ r (a, k) = r (σ⁻¹ a, k) := fun _ _ _ => rfl
  constructor
  · rintro ⟨σ, h⟩
    refine ⟨σ⁻¹, funext fun ⟨a, k⟩ => ?_⟩
    rw [happ, inv_inv, h]
  · rintro ⟨σ, h⟩
    exact ⟨σ⁻¹, fun a k => by rw [← h, happ]⟩
```

## (h) An infinite group that defeats polynomials

**Problem.** Suppose that $p(cz)=p(z)$ for every real $c\neq0$ and every $z$. Show that $p$ takes the same value at any two points, and deduce that (e) fails for some infinite groups.

**Solution.** Fix $z$. The function $c\mapsto p(cz)$ is continuous and equals $p(z)$ for all $c\neq0$. Letting $c\to0$ gives $p(0)=p(z)$. Every value of $p$ is thus its value at the origin.

Now let the nonzero real numbers act on $\mathbb{R}$ by multiplication. The points $0$ and $1$ lie in different orbits, yet every invariant polynomial agrees on them.

The theorem states the scaling condition directly, without a homomorphism $\rho$. For the limit, Lean uses the fact that two continuous functions of $c$ that agree on the dense set $c\neq0$ agree everywhere.

```lean
/-- A polynomial invariant under all nonzero rescalings of space takes the same value at
any two points. -/
theorem scaling_invariants_do_not_separate {ι : Type*} (p : MvPolynomial ι ℝ)
    (hp : ∀ c : ℝ, c ≠ 0 → ∀ z : ι → ℝ, eval (c • z) p = eval z p) (x y : ι → ℝ) :
    eval x p = eval y p := by
  -- let the scale tend to zero: every value equals the value at the origin
  have key : ∀ z : ι → ℝ, eval z p = eval (0 : ι → ℝ) p := by
    intro z
    have h1 : Continuous fun c : ℝ => c • z := by fun_prop
    have h2 : Continuous fun c : ℝ => eval (c • z) p :=
      (MvPolynomial.continuous_eval p).comp h1
    have h3 : Continuous fun _ : ℝ => eval z p := continuous_const
    have h4 := Continuous.ext_on (dense_compl_singleton (0 : ℝ)) h2 h3
      (fun c hc => hp c hc z)
    have h5 : eval ((0 : ℝ) • z) p = eval z p := congrFun h4 0
    rw [zero_smul] at h5
    exact h5.symm
  rw [key x, key y]

end

end InvariantPolynomialsSeparateOrbits
```

```lean
#print axioms InvariantPolynomialsSeparateOrbits.exists_invariant_separating
#print axioms InvariantPolynomialsSeparateOrbits.same_up_to_relabelling_iff
#print axioms InvariantPolynomialsSeparateOrbits.scaling_invariants_do_not_separate
```

```
'InvariantPolynomialsSeparateOrbits.exists_invariant_separating' depends on axioms: [propext, Classical.choice, Quot.sound]
'InvariantPolynomialsSeparateOrbits.same_up_to_relabelling_iff' depends on axioms: [propext, Classical.choice, Quot.sound]
'InvariantPolynomialsSeparateOrbits.scaling_invariants_do_not_separate' depends on axioms: [propext, Classical.choice, Quot.sound]
```
